# Energy of finitely many point charges in an external cubic potential obeying Laplace's equation, from Buckingham's traceless moments

Q: I put a unit charge at (0, 0, 1) in the potential φ = z² − (x² + y²)/2. The energy is plainly 1. Then I took the quadrupole moment in Buckingham's convention, contracted it with the second derivatives of φ, divided by 2 as in a Taylor series, and got 3/2. Which factor is wrong?

A: The 1/2. It belongs to the raw second moments, Σ q_i r_a r_b. Buckingham's quadrupole has a different normalisation and its trace removed, and it takes 1/3. For the octopole the factor is 1/15, where the Taylor series has 1/6.

Q: Removing a trace changes the tensor. Why doesn't it change the energy?

A: Because the potential has no trace to pair with it. Take charges q_i at positions r_i, measured from the expansion origin. Let a, b, c be Cartesian indices, summed when repeated, and write

    φ(r) = φ0 + g_a r_a + H_ab r_a r_b/2 + T_abc r_a r_b r_c/6.

Here φ0, g, H and T are the value and the first, second and third derivatives of φ at the origin. H and T are symmetric because partial derivatives commute. If the sources of φ lie elsewhere, Laplace's equation holds around the charges:

    0 = ∇²φ = H_aa + T_aac r_c for all r, so H_aa = 0 and T_aac = 0.

For a unit charge at r, with r² = r_a r_a and δ the Kronecker delta, Buckingham's tensors are

    θ_ab = (3 r_a r_b − r² δ_ab)/2
    ω_abc = (5 r_a r_b r_c − r²(r_a δ_bc + r_b δ_ac + r_c δ_ab))/2.

Contract the first with H and divide by 3:

    θ_ab H_ab/3 = H_ab r_a r_b/2 − r² H_aa/6.

Contract the second with T. By symmetry the three delta terms are equal, so

    ω_abc T_abc/15 = T_abc r_a r_b r_c/6 − r² T_aac r_c/10.

The trace terms vanish. Multiply by q_i and sum over the charges. With Q = Σ q_i, dipole μ, quadrupole Θ = Σ q_i θ(r_i) and octopole Ω = Σ q_i ω(r_i),

    Σ q_i φ(r_i) = Q φ0 + μ_a g_a + Θ_ab H_ab/3 + Ω_abc T_abc/15.

Q: And the moments really are traceless?

A: Set two indices equal and sum:

    θ_aa = (3r² − 3r²)/2 = 0
    ω_aac = (5r² r_c − r²(r_c + r_c + 3r_c))/2 = 0.

Q: Now the formal version. I suspect that the potential is defined so as to make the answer come out.

A: It is the cubic polynomial above, and no multipole moment enters it. The type `Fin 3` supplies the indices 0, 1, 2 for x, y, z, and tensors are real functions of such indices.

In Lean 4 with Mathlib:

```lean
import Mathlib

open Finset

namespace BuckinghamMultipoles

noncomputable section

/-- The Kronecker delta on Cartesian indices. -/
def delta (a b : Fin 3) : ℝ := if a = b then 1 else 0

/-- The squared distance of a point from the origin. -/
def radiusSq (r : Fin 3 → ℝ) : ℝ := ∑ a, r a ^ 2

/-- The external potential through third order, with coefficients `φ0`, `g`, `H` and `T`. For
symmetric `H` and totally symmetric `T` these are its value, gradient, second derivatives and third
derivatives at the origin. -/
def potential (φ0 : ℝ) (g : Fin 3 → ℝ) (H : Fin 3 → Fin 3 → ℝ)
    (T : Fin 3 → Fin 3 → Fin 3 → ℝ) (r : Fin 3 → ℝ) : ℝ :=
  φ0 + ∑ a, g a * r a + (∑ a, ∑ b, H a b * r a * r b) / 2
    + (∑ a, ∑ b, ∑ c, T a b c * r a * r b * r c) / 6
```

Q: Does the sum over `a` in the linear term swallow everything after it?

A: No. The sum binds more tightly than the plus sign, so the quadratic and cubic terms are counted once.

Q: And the moments?

A: First the tensors of a unit charge, θ and ω above, then the sums weighted with `q i`. The index type `ι` labels the charges. It is finite and otherwise arbitrary, and the charges may have either sign.

```lean
/-- Buckingham's quadrupole tensor of a unit charge at `r`. -/
def unitQuadrupole (r : Fin 3 → ℝ) (a b : Fin 3) : ℝ :=
  (3 * r a * r b - radiusSq r * delta a b) / 2

/-- Buckingham's octopole tensor of a unit charge at `r`. -/
def unitOctopole (r : Fin 3 → ℝ) (a b c : Fin 3) : ℝ :=
  (5 * r a * r b * r c
    - radiusSq r * (r a * delta b c + r b * delta a c + r c * delta a b)) / 2

variable {ι : Type*} [Fintype ι]

/-- The dipole moment of charges `q i` at positions `r i`. -/
def dipole (q : ι → ℝ) (r : ι → Fin 3 → ℝ) (a : Fin 3) : ℝ := ∑ i, q i * r i a

/-- Buckingham's quadrupole moment of charges `q i` at positions `r i`. -/
def quadrupole (q : ι → ℝ) (r : ι → Fin 3 → ℝ) (a b : Fin 3) : ℝ :=
  ∑ i, q i * unitQuadrupole (r i) a b

/-- Buckingham's octopole moment of charges `q i` at positions `r i`. -/
def octopole (q : ι → ℝ) (r : ι → Fin 3 → ℝ) (a b c : Fin 3) : ℝ :=
  ∑ i, q i * unitOctopole (r i) a b c
```

Two predicates express the symmetry and trace conditions. For a third-rank tensor, exchanging the first two indices and exchanging the last two generate all permutations, so one trace condition covers every pair.

```lean
/-- A second-rank tensor that is symmetric and traceless. -/
def SymTraceless₂ (H : Fin 3 → Fin 3 → ℝ) : Prop :=
  (∀ a b, H a b = H b a) ∧ ∑ a, H a a = 0

/-- A third-rank tensor that is totally symmetric and traceless. -/
def SymTraceless₃ (T : Fin 3 → Fin 3 → Fin 3 → ℝ) : Prop :=
  (∀ a b c, T a b c = T b a c) ∧ (∀ a b c, T a b c = T a c b) ∧ ∀ c, ∑ a, T a a c = 0

/-- The Kronecker delta is symmetric. -/
theorem delta_comm (a b : Fin 3) : delta a b = delta b a := by
  simp only [delta, eq_comm]
```

Q: Where does the one-charge calculation appear?

A: In the next two theorems, with the trace terms still present. For `quadratic_term`, `simp` writes out the sums over three indices and evaluates the deltas, and `ring` compares the polynomials. No condition on H is needed.

```lean
/-- The second-order energy of a unit charge is its quadrupole contracted with `H / 3`, plus a
term proportional to the trace of `H`. -/
theorem quadratic_term (H : Fin 3 → Fin 3 → ℝ) (r : Fin 3 → ℝ) :
    (∑ a, ∑ b, H a b * r a * r b) / 2
      = (∑ a, ∑ b, unitQuadrupole r a b * H a b) / 3 + radiusSq r * (∑ a, H a a) / 6 := by
  simp only [Fin.sum_univ_three, unitQuadrupole, radiusSq, delta, Fin.isValue, Fin.reduceEq,
    ↓reduceIte]
  ring
```

The cubic case needs the symmetry of T, as it did when I merged the three delta terms. The long `rw` line puts the indices of each component into increasing order, so that `ring` recognises equal components as equal.

```lean
/-- For totally symmetric `T`, the third-order energy of a unit charge is its octopole contracted
with `T / 15`, plus a term linear in the trace vector of `T`. -/
theorem cubic_term (T : Fin 3 → Fin 3 → Fin 3 → ℝ) (h₁ : ∀ a b c, T a b c = T b a c)
    (h₂ : ∀ a b c, T a b c = T a c b) (r : Fin 3 → ℝ) :
    (∑ a, ∑ b, ∑ c, T a b c * r a * r b * r c) / 6
      = (∑ a, ∑ b, ∑ c, unitOctopole r a b c * T a b c) / 15
        + radiusSq r * (∑ c, (∑ a, T a a c) * r c) / 10 := by
  simp only [Fin.sum_univ_three, unitOctopole, radiusSq, delta, Fin.isValue, Fin.reduceEq,
    ↓reduceIte]
  -- bring the indices of every component of T into increasing order
  rw [h₂ 2 1 0, h₁ 2 0 1, h₂ 1 2 0, h₁ 1 0 2, h₂ 0 2 1, h₁ 1 0 0, h₂ 0 1 0, h₁ 2 0 0,
    h₂ 0 2 0, h₂ 1 1 0, h₁ 1 0 1, h₂ 2 2 0, h₁ 2 0 2, h₁ 2 1 1, h₂ 1 2 1, h₂ 2 2 1, h₁ 2 1 2]
  ring
```

The symmetry and tracelessness of the total moments follow charge by charge. For the octopole trace, the remaining index `c` is treated in its three cases.

```lean
/-- Buckingham's quadrupole moment is symmetric and traceless. -/
theorem quadrupole_symTraceless (q : ι → ℝ) (r : ι → Fin 3 → ℝ) :
    SymTraceless₂ (quadrupole q r) := by
  refine ⟨fun a b => sum_congr rfl fun i _ => ?_, ?_⟩
  · unfold unitQuadrupole
    rw [delta_comm b a]
    ring
  · refine sum_comm.trans (sum_eq_zero fun i _ => ?_)
    simp only [Fin.sum_univ_three, unitQuadrupole, radiusSq, delta, ↓reduceIte]
    ring

/-- Buckingham's octopole moment is totally symmetric and traceless. -/
theorem octopole_symTraceless (q : ι → ℝ) (r : ι → Fin 3 → ℝ) :
    SymTraceless₃ (octopole q r) := by
  refine ⟨fun a b c => sum_congr rfl fun i _ => ?_,
    fun a b c => sum_congr rfl fun i _ => ?_, fun c => ?_⟩
  · unfold unitOctopole
    rw [delta_comm b a]
    ring
  · unfold unitOctopole
    rw [delta_comm c b]
    ring
  · refine sum_comm.trans (sum_eq_zero fun i _ => ?_)
    have hc : ∀ c : Fin 3, c = 0 ∨ c = 1 ∨ c = 2 := by decide
    rcases hc c with rfl | rfl | rfl <;>
    · simp only [Fin.sum_univ_three, unitOctopole, radiusSq, delta, Fin.isValue, Fin.reduceEq,
        ↓reduceIte]
      ring
```

Q: Then read me the main theorem, hypotheses included.

A: For any finite set of charges and positions, any φ0 and g, any H with zero trace, and any totally symmetric, traceless T, the sum of `q i` times the potential at `r i` equals the four-term expression. Symmetry of H isn't required, because H is contracted only with the symmetric product r_a r_b and with the symmetric Θ.

In the proof, `e1`, `e2` and `e3` exchange the sum over charges with the sums over Cartesian indices. What remains is an identity for one charge. There `k2` and `k3` are the two one-charge results with their trace terms set to zero by `hH` and `hT`.

```lean
/-- The energy of finitely many charges in a cubic external potential with traceless `H` and
totally symmetric, traceless `T` is `Q φ0 + μ·g + Θ:H/3 + Ω⋮T/15`. -/
theorem multipole_energy (q : ι → ℝ) (r : ι → Fin 3 → ℝ) (φ0 : ℝ) (g : Fin 3 → ℝ)
    (H : Fin 3 → Fin 3 → ℝ) (T : Fin 3 → Fin 3 → Fin 3 → ℝ)
    (hH : ∑ a, H a a = 0) (hT : SymTraceless₃ T) :
    ∑ i, q i * potential φ0 g H T (r i)
      = (∑ i, q i) * φ0 + ∑ a, dipole q r a * g a
        + (∑ a, ∑ b, quadrupole q r a b * H a b) / 3
        + (∑ a, ∑ b, ∑ c, octopole q r a b c * T a b c) / 15 := by
  -- each moment contracted with its coefficient of the potential is a sum over charges
  have e1 : ∑ a, dipole q r a * g a = ∑ i, q i * ∑ a, r i a * g a := by
    simp only [dipole, sum_mul, mul_sum, mul_assoc]
    exact sum_comm
  have e2 : ∑ a, ∑ b, quadrupole q r a b * H a b
      = ∑ i, q i * ∑ a, ∑ b, unitQuadrupole (r i) a b * H a b := by
    simp only [quadrupole, sum_mul, mul_sum, mul_assoc]
    exact (sum_comm.trans (sum_congr rfl fun a _ => sum_comm)).symm
  have e3 : ∑ a, ∑ b, ∑ c, octopole q r a b c * T a b c
      = ∑ i, q i * ∑ a, ∑ b, ∑ c, unitOctopole (r i) a b c * T a b c := by
    simp only [octopole, sum_mul, mul_sum, mul_assoc]
    exact (sum_comm.trans (sum_congr rfl fun a _ =>
      sum_comm.trans (sum_congr rfl fun b _ => sum_comm))).symm
  rw [e1, e2, e3]
  simp only [sum_mul, sum_div, ← sum_add_distrib]
  refine sum_congr rfl fun i _ => ?_
  -- for a single charge the trace terms vanish
  have k2 := quadratic_term H (r i)
  have k3 := cubic_term T hT.1 hT.2.1 (r i)
  have k1 : ∑ a, g a * r i a = ∑ a, r i a * g a := sum_congr rfl fun a _ => mul_comm _ _
  simp only [hH, hT.2.2, zero_mul, sum_const_zero, mul_zero, zero_div, add_zero] at k2 k3
  unfold potential
  rw [k1, k2, k3]
  ring
```

Q: Laplace's equation is nowhere in it.

A: Correct. The trace conditions are assumed, and Laplace's equation is the physical reason for assuming them. Drop the one on H and the formula fails: take H_ab = δ_ab, all other coefficients zero, and a unit charge at (1, 0, 0). Then φ = r²/2 and the energy is 1/2, but Θ_ab H_ab = Θ_aa = 0, so the formula gives 0. Such a potential has ∇²φ = 3, which means that source charge is present where the test charge sits. A molecule overlapping its neighbour's electron density is in that situation.

Q: You could still have picked a convenient Θ. Would another tensor do as well?

A: Not if it is symmetric and traceless. Suppose that such a tensor M gives the energy M_ab H_ab/3 in every symmetric traceless H. Let D = M − Θ, which is itself symmetric and traceless, and take H = D. Both tensors give the same energy, so

    D_ab D_ab = M_ab D_ab − Θ_ab D_ab = 0.

A sum of squares of real numbers vanishes only if each one does, hence M = Θ. In the code, `E` is the main theorem applied with `D` in place of `H`, `h0` is the vanishing sum of squares, and `ha` and `hb` pass from the sum to a single component.

```lean
/-- A symmetric traceless tensor `M` that gives the energy `M:H/3` in the quadratic potential with
second derivatives `H`, for every symmetric traceless `H`, is Buckingham's quadrupole moment. -/
theorem quadrupole_unique (q : ι → ℝ) (r : ι → Fin 3 → ℝ) (M : Fin 3 → Fin 3 → ℝ)
    (hM : SymTraceless₂ M)
    (hE : ∀ H, SymTraceless₂ H →
      ∑ i, q i * potential 0 0 H 0 (r i) = (∑ a, ∑ b, M a b * H a b) / 3) :
    M = quadrupole q r := by
  have hQ := quadrupole_symTraceless q r
  -- test the energy on the difference of the two tensors
  obtain ⟨D, hd⟩ : ∃ D : Fin 3 → Fin 3 → ℝ, ∀ a b, D a b = M a b - quadrupole q r a b :=
    ⟨_, fun _ _ => rfl⟩
  have hD : SymTraceless₂ D :=
    ⟨fun a b => by rw [hd a b, hd b a, hM.1 a b, hQ.1 a b],
      by simp only [hd, sum_sub_distrib, hM.2, hQ.2, sub_self]⟩
  have E := multipole_energy q r 0 0 D 0 hD.2
    ⟨fun _ _ _ => rfl, fun _ _ _ => rfl, fun _ => by simp⟩
  simp only [Pi.zero_apply, mul_zero, sum_const_zero, zero_div, add_zero, zero_add] at E
  have h0 : ∑ a, ∑ b, D a b * D a b = 0 := by
    have hs : ∑ a, ∑ b, D a b * D a b
        = ∑ a, ∑ b, M a b * D a b - ∑ a, ∑ b, quadrupole q r a b * D a b := by
      simp only [← sum_sub_distrib, ← sub_mul, ← hd]
    linarith [hE D hD]
  funext a b
  have ha : ∑ b, D a b * D a b = 0 := (sum_eq_zero_iff_of_nonneg (by
    intro a _; exact sum_nonneg fun b _ => mul_self_nonneg _)).1 h0 a (mem_univ a)
  have hb : D a b * D a b = 0 := (sum_eq_zero_iff_of_nonneg (by
    intro b _; exact mul_self_nonneg _)).1 ha b (mem_univ b)
  linarith [hd a b, mul_self_eq_zero.1 hb]
```

The condition on M matters. The tensor (3/2) Σ q_i r_a r_b gives the same energies in traceless fields, but its trace is (3/2) Σ q_i r², which is generally not zero. The octopole argument is the same with one more index.

```lean
/-- A totally symmetric traceless tensor `M` that gives the energy `M⋮T/15` for every totally
symmetric traceless `T` is Buckingham's octopole moment. -/
theorem octopole_unique (q : ι → ℝ) (r : ι → Fin 3 → ℝ) (M : Fin 3 → Fin 3 → Fin 3 → ℝ)
    (hM : SymTraceless₃ M)
    (hE : ∀ T, SymTraceless₃ T →
      ∑ i, q i * potential 0 0 0 T (r i) = (∑ a, ∑ b, ∑ c, M a b c * T a b c) / 15) :
    M = octopole q r := by
  have hO := octopole_symTraceless q r
  obtain ⟨D, hd⟩ : ∃ D : Fin 3 → Fin 3 → Fin 3 → ℝ,
      ∀ a b c, D a b c = M a b c - octopole q r a b c := ⟨_, fun _ _ _ => rfl⟩
  have hD : SymTraceless₃ D :=
    ⟨fun a b c => by rw [hd a b c, hd b a c, hM.1 a b c, hO.1 a b c],
      fun a b c => by rw [hd a b c, hd a c b, hM.2.1 a b c, hO.2.1 a b c],
      fun c => by simp only [hd, sum_sub_distrib, hM.2.2, hO.2.2, sub_self]⟩
  have E := multipole_energy q r 0 0 0 D (by simp) hD
  simp only [Pi.zero_apply, mul_zero, sum_const_zero, zero_div, add_zero, zero_add] at E
  have h0 : ∑ a, ∑ b, ∑ c, D a b c * D a b c = 0 := by
    have hs : ∑ a, ∑ b, ∑ c, D a b c * D a b c = ∑ a, ∑ b, ∑ c, M a b c * D a b c
        - ∑ a, ∑ b, ∑ c, octopole q r a b c * D a b c := by
      simp only [← sum_sub_distrib, ← sub_mul, ← hd]
    linarith [hE D hD]
  funext a b c
  -- a vanishing sum of squares has vanishing terms
  have ha : ∑ b, ∑ c, D a b c * D a b c = 0 := (sum_eq_zero_iff_of_nonneg (by
    intro a _
    exact sum_nonneg fun b _ => sum_nonneg fun c _ => mul_self_nonneg _)).1 h0 a (mem_univ a)
  have hb : ∑ c, D a b c * D a b c = 0 := (sum_eq_zero_iff_of_nonneg (by
    intro b _; exact sum_nonneg fun c _ => mul_self_nonneg _)).1 ha b (mem_univ b)
  have hc : D a b c * D a b c = 0 := (sum_eq_zero_iff_of_nonneg (by
    intro c _; exact mul_self_nonneg _)).1 hb c (mem_univ c)
  linarith [hd a b c, mul_self_eq_zero.1 hc]

end

end BuckinghamMultipoles
```

```lean
#print axioms BuckinghamMultipoles.multipole_energy
#print axioms BuckinghamMultipoles.quadrupole_unique
#print axioms BuckinghamMultipoles.octopole_unique
```

```
'BuckinghamMultipoles.multipole_energy' depends on axioms: [propext, Classical.choice, Quot.sound]
'BuckinghamMultipoles.quadrupole_unique' depends on axioms: [propext, Classical.choice, Quot.sound]
'BuckinghamMultipoles.octopole_unique' depends on axioms: [propext, Classical.choice, Quot.sound]
```

Q: What does this leave out of a real molecule?

A: The charges are finitely many, fixed points. A continuous electron density, polarisation by the field and the interaction of the charges with one another are absent, and so is everything beyond third order in φ. Multipole force fields and embedding models use contractions of this kind for permanent electrostatics, often with moments on several sites of a molecule and the derivatives of the potential taken at each site.

Q: My papers write the energy with minus signs.

A: They use the electric field E = −∇φ. Then g_a = −E_a and H_ab = −∂_a E_b, so the dipole term becomes −μ_a E_a and the quadrupole term −Θ_ab ∂_a E_b/3.

Q: And in a program, where would I meet this?

A: Where computed moments are contracted with derivatives of an external potential. First check the definition of the moments, normalisation included. Raw moments take 1/2 and 1/6, Buckingham's take 1/3 and 1/15, and traceless moments normalised in another way take the factor that fits their definition: for the quadrupole of a unit charge, 3 r_a r_b − r² δ_ab takes 1/6 and r_a r_b − r² δ_ab/3 takes 1/2. Then check the storage. The sums here run over all 9 and all 27 components. If only the distinct ones are stored, an off-diagonal quadrupole component such as xy has weight 2; for the octopole, xxx has weight 1, xxy weight 3 and xyz weight 6. Your unit charge at (0, 0, 1) tests the quadrupole factor, though not the off-diagonal weights or the octopole term: Θ has diagonal (−1/2, −1/2, 1), H has diagonal (−1, −1, 2), their contraction is 3, and a third of that is the energy you expected.
